# For n ≥ 2, the Voronoi cell of the lattice $D_n$ is given by $|x_i|+|x_j|\le 1$ for all $i\ne j$

In a face-centred cubic crystal, every point of space can be assigned to its nearest lattice site. With a conventional cube of edge 2, the sites are the integer vectors with even coordinate sum, and the region belonging to the origin is the rhombic dodecahedron. I believe the same description works in $n$ dimensions: $x$ is at least as close to the origin as to every site exactly when $|x_i|+|x_j|\le 1$ for all $i\ne j$. But there are infinitely many sites to compare with, and I only ever check the nearest ones. Can this be made rigorous and machine-checked, including the polyhedron for $n=3$?

## Bisecting planes and the parity of $|R|^2$

Yes, for $n\ge 2$. Write $D_n$ for the lattice and $R$ for one of its vectors. Squaring $|x|\le|x-R|$ gives
$$2\,x\cdot R\le |R|^2 .$$

Let $e_i$ be the unit coordinate vectors. Taking $R=s\,e_i+t\,e_j$ with $s,t=\pm1$ gives $s x_i+t x_j\le 1$. The four sign choices together say $|x_i|+|x_j|\le1$.

Conversely, assume the pair inequalities. If all $|x_i|\le\frac12$, then $2x_iR_i\le|R_i|\le R_i^2$, and summing finishes the case. Otherwise some $a=|x_k|$ exceeds $\frac12$. Then $a\le1$, and $|x_i|\le1-a$ for $i\ne k$. With $m=|R_k|$ and $N=|R|^2$,
$$2\,x\cdot R\le 2am+2(1-a)(N-m^2).$$
The right side is at most $N$ if $2am\le(2a-1)N+(2-2a)m^2$. This is the sum of $2m\le N$ and $m\le m^2$, weighted by $2a-1$ and $2-2a$.

The bound $2m\le N$ uses parity. Each $R_i^2+R_i$ is even, so $N$ is even. For $m=0$ the bound is clear; for $m=1$, $N$ is even and at least 1, hence at least 2; for $m\ge2$, $N\ge m^2\ge2m$.

## Corners of the cell and covering of space

The cell is also the convex hull of the points $\pm e_i$ and the cube corners $(\pm\frac12,\dots,\pm\frac12)$. These points satisfy the pair inequalities, which survive mixing. In the other direction, a cell point inside the cube is a mixture of corners. If $a=|x_k|>\frac12$ and $\sigma$ is the sign of $x_k$, then
$$x=(2a-1)\,\sigma e_k+(2-2a)\,z,$$
where $z_k=\sigma/2$ and $z_i=x_i/(2-2a)$ for $i\ne k$, so $z$ lies in the cube. If $a=1$, the other $x_i$ vanish and we take $z_i=0$.

To bring an arbitrary $x$ into the cell, round every coordinate, with errors $d_i\le\frac12$. If the rounded sum is odd, move the coordinate $k$ with the largest error to its second-nearest integer. Its error becomes $1-d_k$, and $d_j+1-d_k\le1$.

For periodic simulations in an ideal rhombic dodecahedral box, the case $n=3$ of this rounding is a minimum-image reduction, provided that separations are expressed along the cube axes of the face-centred cubic lattice of images, in units of half the conventional cube edge.

## What the Lean statements say

`latticeD n` is $D_n$, and `position` turns its integer vectors into real ones. `length` is explicitly Euclidean, because the default norm on `Fin n → ℝ` is the maximum norm. `voronoiCell n` is defined by the distance comparison with ties included, so it is closed. The pair criterion fails for $n=1$, as `criterion_fails_one` records: there are no pairs, so every $x$ passes, yet $x=2$ is itself a lattice point and lies outside the cell. The hull and covering theorems remain true for $n=1$; they assume `2 ≤ n` here because their proofs go through the pair criterion.

`rhombicDodecahedron` is defined as the hull of its 14 corner points; its faces are not counted. `voronoiCell_covers` says that the translated cells leave no gaps, but not that their interiors are disjoint. The lattice scale is fixed.

```lean
import Mathlib

open Finset

namespace CheckerboardVoronoi

noncomputable section

/-- The lattice `D_n`: integer vectors whose coordinates have an even sum. -/
def latticeD (n : ℕ) : Set (Fin n → ℤ) := {R | Even (∑ i, R i)}

/-- An integer vector regarded as a position in real space. -/
def position {n : ℕ} (R : Fin n → ℤ) : Fin n → ℝ := fun i => (R i : ℝ)

/-- The Euclidean length of a coordinate vector. -/
def length {n : ℕ} (x : Fin n → ℝ) : ℝ :=
  ‖(WithLp.toLp 2 x : EuclideanSpace ℝ (Fin n))‖

/-- The Voronoi (Wigner-Seitz) cell of `D_n`: the points at least as close to the origin as to
every lattice point. -/
def voronoiCell (n : ℕ) : Set (Fin n → ℝ) :=
  {x | ∀ R ∈ latticeD n, length x ≤ length (x - position R)}

/-- The points at unit distance from the origin on the coordinate axes. -/
def axisPoints (n : ℕ) : Set (Fin n → ℝ) :=
  {v | ∃ i, v = Pi.single i 1 ∨ v = Pi.single i (-1)}

/-- The corners of the unit cube centred at the origin. -/
def cubeCorners (n : ℕ) : Set (Fin n → ℝ) :=
  Set.univ.pi fun _ => ({-(1 / 2), 1 / 2} : Set ℝ)

/-- The rhombic dodecahedron, spanned by six axis points and eight cube corners. -/
def rhombicDodecahedron : Set (Fin 3 → ℝ) := convexHull ℝ (axisPoints 3 ∪ cubeCorners 3)

/-- A point is at least as close to the origin as to `R` exactly when it lies on the origin's side
of the bisecting hyperplane, `2 x·R ≤ |R|²`. (For `R = 0` there is no hyperplane, and both
inequalities always hold.) -/
theorem closer_iff {n : ℕ} (x : Fin n → ℝ) (R : Fin n → ℤ) :
    length x ≤ length (x - position R) ↔
      2 * ∑ i, x i * (R i : ℝ) ≤ ∑ i, (R i : ℝ) ^ 2 := by
  have sq (y : Fin n → ℝ) : length y ^ 2 = ∑ i, y i ^ 2 := by
    simp [length, EuclideanSpace.norm_sq_eq]
  have h0 : 0 ≤ length x := norm_nonneg _
  have h1 : 0 ≤ length (x - position R) := norm_nonneg _
  have e : ∑ i, (x - position R) i ^ 2
      = ∑ i, x i ^ 2 - 2 * ∑ i, x i * (R i : ℝ) + ∑ i, (R i : ℝ) ^ 2 := by
    rw [Finset.mul_sum, ← Finset.sum_sub_distrib, ← Finset.sum_add_distrib]
    refine Finset.sum_congr rfl fun i _ => ?_
    simp only [position, Pi.sub_apply]
    ring
  rw [← sq_le_sq₀ h0 h1, sq, sq, e]
  constructor <;> intro h <;> linarith

/-- In `D_n`, twice the size of any coordinate of a lattice vector is at most its squared length. -/
theorem two_abs_le {n : ℕ} {R : Fin n → ℤ} (hR : R ∈ latticeD n) (k : Fin n) :
    2 * |R k| ≤ ∑ i, R i ^ 2 := by
  -- the squared length has the parity of the coordinate sum
  have h1 : (2 : ℤ) ∣ ∑ i, R i * (R i + 1) :=
    Finset.dvd_sum fun i _ => (Int.even_mul_succ_self _).two_dvd
  have h2 : ∑ i, R i * (R i + 1) = ∑ i, R i ^ 2 + ∑ i, R i := by
    rw [← Finset.sum_add_distrib]
    exact Finset.sum_congr rfl fun i _ => by ring
  have h3 : (2 : ℤ) ∣ ∑ i, R i := even_iff_two_dvd.1 hR
  have h4 : R k ^ 2 ≤ ∑ i, R i ^ 2 :=
    Finset.single_le_sum (f := fun i => R i ^ 2) (fun i _ => sq_nonneg _) (Finset.mem_univ k)
  have h5 := abs_nonneg (R k)
  rw [h2] at h1
  rw [← sq_abs (R k)] at h4
  generalize |R k| = m at h4 h5 ⊢
  rcases (by omega : m = 0 ∨ m = 1 ∨ 2 ≤ m) with rfl | rfl | h
  · linarith
  · omega
  · nlinarith [mul_nonneg h5 (sub_nonneg.2 h)]

/-- For `n ≥ 2`, a point lies in the Voronoi cell of `D_n` if and only if
`|x_i| + |x_j| ≤ 1` for every pair of different coordinates. -/
theorem mem_voronoiCell_iff {n : ℕ} (hn : 2 ≤ n) (x : Fin n → ℝ) :
    x ∈ voronoiCell n ↔ ∀ i j, i ≠ j → |x i| + |x j| ≤ 1 := by
  constructor
  · intro hx i j hij
    -- test against the lattice vectors with entries s, t = ±1 at i, j
    have pair (s t : ℤ) (hs : s = 1 ∨ s = -1) (ht : t = 1 ∨ t = -1) :
        x i * (s : ℝ) + x j * (t : ℝ) ≤ 1 := by
      obtain ⟨R, hi, hj, h0⟩ : ∃ R : Fin n → ℤ,
          R i = s ∧ R j = t ∧ ∀ k, k ≠ i ∧ k ≠ j → R k = 0 :=
        ⟨fun k => if k = i then s else if k = j then t else 0, by simp, by simp [hij.symm],
          fun k hk => by simp [hk.1, hk.2]⟩
      have hR : R ∈ latticeD n := by
        change Even (∑ k, R k)
        rw [Fintype.sum_eq_add i j hij h0, hi, hj]
        rcases hs with rfl | rfl <;> rcases ht with rfl | rfl <;> decide
      have h := (closer_iff x R).1 (hx R hR)
      have e1 : ∑ k, x k * (R k : ℝ) = x i * (R i : ℝ) + x j * (R j : ℝ) :=
        Fintype.sum_eq_add i j hij fun k hk => by simp [h0 k hk]
      have e2 : ∑ k, (R k : ℝ) ^ 2 = (R i : ℝ) ^ 2 + (R j : ℝ) ^ 2 :=
        Fintype.sum_eq_add i j hij fun k hk => by simp [h0 k hk]
      have s2 : (s : ℝ) ^ 2 = 1 := by rcases hs with rfl | rfl <;> norm_num
      have t2 : (t : ℝ) ^ 2 = 1 := by rcases ht with rfl | rfl <;> norm_num
      rw [e1, e2, hi, hj, s2, t2] at h
      linarith
    have a := pair 1 1 (.inl rfl) (.inl rfl)
    have b := pair 1 (-1) (.inl rfl) (.inr rfl)
    have c := pair (-1) 1 (.inr rfl) (.inl rfl)
    have d := pair (-1) (-1) (.inr rfl) (.inr rfl)
    push_cast at a b c d
    rcases abs_cases (x i) with h | h <;> rcases abs_cases (x j) with h' | h' <;> linarith
  · intro hx R hR
    rw [closer_iff]
    have hint (m : ℤ) : |(m : ℝ)| ≤ (m : ℝ) ^ 2 := by
      rcases eq_or_ne m 0 with rfl | hm
      · simp
      · have h : (1 : ℝ) ≤ |(m : ℝ)| := by exact_mod_cast Int.one_le_abs hm
        nlinarith [sq_abs (m : ℝ)]
    have term (u c : ℝ) (m : ℤ) (hu : |u| ≤ c) : u * (m : ℝ) ≤ c * |(m : ℝ)| :=
      calc u * (m : ℝ) ≤ |u * (m : ℝ)| := le_abs_self _
        _ = |u| * |(m : ℝ)| := abs_mul _ _
        _ ≤ c * |(m : ℝ)| := mul_le_mul_of_nonneg_right hu (abs_nonneg _)
    by_cases hc : ∀ i, |x i| ≤ 1 / 2
    · rw [Finset.mul_sum]
      refine Finset.sum_le_sum fun i _ => ?_
      linarith [term _ _ (R i) (hc i), hint (R i)]
    · -- some coordinate k exceeds one half in absolute value
      push Not at hc
      obtain ⟨k, hk⟩ := hc
      have : Nontrivial (Fin n) := Fin.nontrivial_iff_two_le.2 hn
      obtain ⟨l, hl⟩ := exists_ne k
      have hk1 : |x k| ≤ 1 := by linarith [hx l k hl, abs_nonneg (x l)]
      have hE : ∑ i ∈ univ.erase k, x i * (R i : ℝ)
          ≤ (1 - |x k|) * ∑ i ∈ univ.erase k, (R i : ℝ) ^ 2 := by
        rw [Finset.mul_sum]
        refine Finset.sum_le_sum fun i hi => ?_
        have h1 : |x i| ≤ 1 - |x k| := by linarith [hx i k (Finset.ne_of_mem_erase hi)]
        exact (term _ _ (R i) h1).trans
          (mul_le_mul_of_nonneg_left (hint (R i)) (by linarith))
      have hP : 2 * |(R k : ℝ)| ≤ ∑ i, (R i : ℝ) ^ 2 := by exact_mod_cast two_abs_le hR k
      rw [← Finset.add_sum_erase univ (fun i => (R i : ℝ) ^ 2) (Finset.mem_univ k)] at hP ⊢
      rw [← Finset.add_sum_erase univ (fun i => x i * (R i : ℝ)) (Finset.mem_univ k)]
      have hT := term _ _ (R k) (le_refl |x k|)
      nlinarith [mul_nonneg (by linarith : 0 ≤ 2 - 2 * |x k|) (sub_nonneg.2 (hint (R k))),
        mul_nonneg (by linarith : 0 ≤ 2 * |x k| - 1) (sub_nonneg.2 hP)]

/-- For `n ≥ 2`, the Voronoi cell of `D_n` is the convex hull of the unit axis points and the
corners of the centred unit cube. -/
theorem voronoiCell_eq_convexHull {n : ℕ} (hn : 2 ≤ n) :
    voronoiCell n = convexHull ℝ (axisPoints n ∪ cubeCorners n) := by
  have cube (y : Fin n → ℝ) (h : ∀ i, |y i| ≤ 1 / 2) :
      y ∈ convexHull ℝ (axisPoints n ∪ cubeCorners n) := by
    refine convexHull_mono Set.subset_union_right ?_
    rw [cubeCorners, convexHull_pi]
    intro i _
    change y i ∈ convexHull ℝ ({-(1 / 2), 1 / 2} : Set ℝ)
    rw [convexHull_pair, segment_eq_Icc (by norm_num)]
    exact abs_le.1 (h i)
  apply Set.Subset.antisymm
  · intro x hx
    rw [mem_voronoiCell_iff hn] at hx
    by_cases hc : ∀ i, |x i| ≤ 1 / 2
    · exact cube x hc
    · push Not at hc
      obtain ⟨k, hk⟩ := hc
      have : Nontrivial (Fin n) := Fin.nontrivial_iff_two_le.2 hn
      obtain ⟨l, hl⟩ := exists_ne k
      have hk1 : |x k| ≤ 1 := by linarith [hx l k hl, abs_nonneg (x l)]
      obtain ⟨σ, hσ, hxk⟩ : ∃ σ : ℝ, (σ = 1 ∨ σ = -1) ∧ x k = |x k| * σ := by
        rcases abs_cases (x k) with h | h
        · exact ⟨1, .inl rfl, by linarith [h.1]⟩
        · exact ⟨-1, .inr rfl, by linarith [h.1]⟩
      -- x is a mixture of the axis point σ e_k and a point z of the cube
      have hz : ∀ i, ∃ z : ℝ, |z| ≤ 1 / 2 ∧
          x i = (2 * |x k| - 1) * (Pi.single k σ : Fin n → ℝ) i + (2 - 2 * |x k|) * z := by
        intro i
        by_cases hi : i = k
        · refine ⟨σ / 2, ?_, ?_⟩
          · rw [abs_le]
            rcases hσ with h | h <;> rw [h] <;> norm_num
          · rw [hi, Pi.single_eq_same]
            linarith
        · have h1 := hx i k hi
          rw [Pi.single_eq_of_ne hi]
          rcases eq_or_lt_of_le hk1 with h | h
          · have h0 : x i = 0 := abs_eq_zero.1 (by linarith [abs_nonneg (x i)])
            exact ⟨0, by norm_num, by rw [h0]; ring⟩
          · have hp : 0 < 2 - 2 * |x k| := by linarith
            refine ⟨x i / (2 - 2 * |x k|), ?_, ?_⟩
            · rw [abs_div, abs_of_pos hp, div_le_iff₀ hp]
              linarith
            · rw [mul_div_cancel₀ _ hp.ne']
              ring
      choose z hz1 hz2 using hz
      have he : (Pi.single k σ : Fin n → ℝ) ∈ convexHull ℝ (axisPoints n ∪ cubeCorners n) := by
        apply subset_convexHull
        left
        rcases hσ with rfl | rfl
        · exact ⟨k, .inl rfl⟩
        · exact ⟨k, .inr rfl⟩
      have hxe : x = (2 * |x k| - 1) • (Pi.single k σ : Fin n → ℝ) + (2 - 2 * |x k|) • z :=
        funext fun i => hz2 i
      rw [hxe]
      exact (convex_convexHull ℝ _) he (cube z hz1) (by linarith) (by linarith) (by ring)
  · apply convexHull_min
    · rintro v (⟨i, hv⟩ | hv)
      · rw [mem_voronoiCell_iff hn]
        intro j k hjk
        have hb (l : Fin n) : |v l| = if l = i then 1 else 0 := by
          rcases hv with rfl | rfl <;> by_cases h : l = i <;> simp [h]
        rw [hb, hb]
        by_cases h1 : j = i
        · have h2 : k ≠ i := fun h => hjk (h1.trans h.symm)
          rw [if_pos h1, if_neg h2]
          norm_num
        · rw [if_neg h1]
          split_ifs <;> norm_num
      · rw [mem_voronoiCell_iff hn]
        intro j k _
        have hb (l : Fin n) : |v l| ≤ 1 / 2 := by
          have h := hv l (Set.mem_univ l)
          simp only [Set.mem_insert_iff, Set.mem_singleton_iff] at h
          rw [abs_le]
          rcases h with h | h <;> rw [h] <;> norm_num
        linarith [hb j, hb k]
    · intro x hx y hy a b ha hb hab
      rw [mem_voronoiCell_iff hn] at hx hy ⊢
      intro i j hij
      have h (l : Fin n) : |(a • x + b • y) l| ≤ a * |x l| + b * |y l| := by
        change |a * x l + b * y l| ≤ _
        have h' := abs_add_le (a * x l) (b * y l)
        rwa [abs_mul, abs_mul, abs_of_nonneg ha, abs_of_nonneg hb] at h'
      linarith [h i, h j, mul_le_mul_of_nonneg_left (hx i j hij) ha,
        mul_le_mul_of_nonneg_left (hy i j hij) hb]

/-- The Voronoi cell of `D_3` is the rhombic dodecahedron. -/
theorem voronoiCell_three : voronoiCell 3 = rhombicDodecahedron :=
  voronoiCell_eq_convexHull (by norm_num)

/-- For `n ≥ 2`, the translates of the Voronoi cell by the vectors of `D_n` cover space. -/
theorem voronoiCell_covers {n : ℕ} (hn : 2 ≤ n) (x : Fin n → ℝ) :
    ∃ R ∈ latticeD n, x - position R ∈ voronoiCell n := by
  by_cases hE : Even (∑ i, round (x i))
  · refine ⟨fun i => round (x i), hE, (mem_voronoiCell_iff hn _).2 fun i j _ => ?_⟩
    change |x i - (round (x i) : ℝ)| + |x j - (round (x j) : ℝ)| ≤ 1
    linarith [abs_sub_round (x i), abs_sub_round (x j)]
  · -- the coordinate with the largest rounding error goes to its second-nearest integer
    have : Nonempty (Fin n) := ⟨⟨0, by omega⟩⟩
    obtain ⟨k, hmax⟩ := Finite.exists_max fun i => |x i - (round (x i) : ℝ)|
    obtain ⟨e, he, hk⟩ : ∃ e : ℤ, Odd e ∧
        |x k - ((round (x k) + e : ℤ) : ℝ)| ≤ 1 - |x k - (round (x k) : ℝ)| := by
      have b := abs_le.1 (abs_sub_round (x k))
      rcases le_total 0 (x k - (round (x k) : ℝ)) with h | h
      · refine ⟨1, odd_one, ?_⟩
        rw [abs_of_nonneg h, abs_le]
        push_cast
        constructor <;> linarith [b.1, b.2]
      · refine ⟨-1, by decide, ?_⟩
        rw [abs_of_nonpos h, abs_le]
        push_cast
        constructor <;> linarith [b.1, b.2]
    refine ⟨fun i => round (x i) + (if i = k then e else 0), ?_,
      (mem_voronoiCell_iff hn _).2 fun i j hij => ?_⟩
    · change Even (∑ i, (round (x i) + (if i = k then e else 0)))
      have hs : ∑ i, (if i = k then e else 0) = e := by simp
      rw [Finset.sum_add_distrib, hs]
      exact (Int.not_even_iff_odd.1 hE).add_odd he
    · change |x i - ((round (x i) + (if i = k then e else 0) : ℤ) : ℝ)|
        + |x j - ((round (x j) + (if j = k then e else 0) : ℤ) : ℝ)| ≤ 1
      by_cases hi : i = k
      · have hj : j ≠ k := fun h => hij (hi.trans h.symm)
        rw [if_pos hi, if_neg hj, add_zero, hi]
        linarith [hmax j]
      · by_cases hj : j = k
        · rw [if_neg hi, if_pos hj, add_zero, hj]
          linarith [hmax i]
        · rw [if_neg hi, if_neg hj, add_zero, add_zero]
          linarith [abs_sub_round (x i), abs_sub_round (x j)]

/-- In one dimension the pair criterion does not describe the Voronoi cell. -/
theorem criterion_fails_one :
    ¬ ∀ x : Fin 1 → ℝ, x ∈ voronoiCell 1 ↔ ∀ i j, i ≠ j → |x i| + |x j| ≤ 1 := by
  intro h
  have h1 := (h fun _ => 2).2 fun i j hij => absurd (Subsingleton.elim i j) hij
  have h2 : (fun _ => 2 : Fin 1 → ℤ) ∈ latticeD 1 := by
    change Even (∑ _i : Fin 1, (2 : ℤ))
    simp
  have h3 := (closer_iff _ _).1 (h1 _ h2)
  norm_num at h3

end

end CheckerboardVoronoi
```

```lean
#print axioms CheckerboardVoronoi.voronoiCell_three
-- 'CheckerboardVoronoi.voronoiCell_three' depends on axioms: [propext, Classical.choice, Quot.sound]
#print axioms CheckerboardVoronoi.voronoiCell_covers
-- 'CheckerboardVoronoi.voronoiCell_covers' depends on axioms: [propext, Classical.choice, Quot.sound]
#print axioms CheckerboardVoronoi.criterion_fails_one
-- 'CheckerboardVoronoi.criterion_fails_one' depends on axioms: [propext, Classical.choice, Quot.sound]
```

## How the proof follows the derivation

`closer_iff` is the squaring step, and `two_abs_le` is the parity bound, with the same three cases for $m$.

In `mem_voronoiCell_iff`, `pair` tests the vectors $s\,e_i+t\,e_j$. For the converse, `hint` is $|m|\le m^2$ for integers, `hE` bounds the coordinates other than $k$, and the final `nlinarith` receives the two weighted inequalities as products.

In `voronoiCell_eq_convexHull`, `cube` obtains the cube from its corners through `convexHull_pi`, and `hz` constructs $z$ coordinate by coordinate. `convexHull_min` reduces the reverse inclusion to the listed points and convexity. `voronoiCell_three` is the case $n=3$.

In `voronoiCell_covers`, `Finite.exists_max` selects the worst-rounded coordinate, and the odd shift `e` is $+1$ or $-1$ according to the sign of its error.
